# The harmonic oscillator's Hermite functions satisfy the stationary Schrödinger equation with energy n + 1/2 in units of ħω

The theorem `psi_schrodinger` concerns one particle in a one-dimensional harmonic potential, with the reduced Planck constant, the mass and the frequency set to one. It says that, for every natural number n and at every real x, applying -½ d²/dx² + ½ x² to `ψ n` gives n + 1/2 times `ψ n`. Here `ψ n` is the nth Hermite polynomial in the physicists' convention (leading coefficient 2^n) times exp(-x²/2), divided by the square root of 2^n n! √π. The proof sets up a rule for differentiating a polynomial times this Gaussian, uses it twice, and reduces the claim to Hermite's differential equation, proved just before.

As first written in Lean, the proof fails:

```lean
import Mathlib

open MeasureTheory Polynomial

namespace PsiSchrodinger

noncomputable section

/-- The raising operation on polynomials, `q ↦ 2x q - q'`. -/
def raise (q : ℝ[X]) : ℝ[X] := 2 * X * q - derivative q

/-- The Hermite polynomials: `H 0 = 1`, and each further one is obtained by raising,
`H (n+1) = 2x H n - (H n)'`. -/
def H : ℕ → ℝ[X]
  | 0 => 1
  | n + 1 => raise (H n)

/-- The oscillator function `H n (x) exp(-x²/2)`, divided by the square root of
`2^n n! √π`. -/
def ψ (n : ℕ) (x : ℝ) : ℝ :=
  (H n).eval x * Real.exp (-x ^ 2 / 2) /
    Real.sqrt (2 ^ n * (n.factorial : ℝ) * Real.sqrt Real.pi)

/-- The oscillator Hamiltonian `-½ d²/dx² + ½ x²`, in units where the reduced Planck constant,
the mass and the frequency are one. -/
def hamiltonian (f : ℝ → ℝ) (x : ℝ) : ℝ :=
  -(1 / 2) * deriv (deriv f) x + x ^ 2 / 2 * f x

/-- Differentiation and raising have commutator two: `(raise q)' = raise q' + 2 q`. -/
theorem derivative_raise (q : ℝ[X]) :
    derivative (raise q) = raise (derivative q) + 2 * q := by
  simp only [raise, derivative_sub, derivative_mul, derivative_X, derivative_ofNat]
  ring

/-- Differentiation lowers the Hermite index: `(H (n+1))' = 2 (n+1) H n`. -/
theorem derivative_H_succ (n : ℕ) :
    derivative (H (n + 1)) = 2 * ((n : ℝ[X]) + 1) * H n := by
  induction n with
  | zero => simp [H, raise]
  | succ n ih =>
    have hlin : raise (2 * ((n : ℝ[X]) + 1) * H n) = 2 * ((n : ℝ[X]) + 1) * H (n + 1) := by
      change _ = 2 * ((n : ℝ[X]) + 1) * raise (H n)
      simp only [raise, derivative_mul, derivative_add, derivative_natCast,
        derivative_ofNat, derivative_one]
      ring
    change derivative (raise (H (n + 1))) = _
    rw [derivative_raise, ih, hlin]
    push_cast
    ring

/-- Hermite's differential equation, `2x (H n)' - (H n)'' = 2n H n`. -/
theorem hermite_equation (n : ℕ) : raise (derivative (H n)) = 2 * (n : ℝ[X]) * H n := by
  have h := derivative_H_succ n
  rw [show H (n + 1) = raise (H n) from rfl, derivative_raise] at h
  linear_combination h

/-- The function `ψ n` solves the stationary Schrödinger equation of the oscillator with
energy `n + 1/2`. -/
theorem psi_schrodinger (n : ℕ) (x : ℝ) :
    hamiltonian (ψ n) x = ((n : ℝ) + 1 / 2) * ψ n x := by
  -- differentiating `r exp(-x²/2)` replaces `r` by `r' - x r`
  have d : ∀ (r : ℝ[X]) (c : ℝ), deriv (fun y : ℝ => r.eval y * Real.exp (-y ^ 2 / 2) / c) =
      fun y : ℝ => (derivative r - X * r).eval y * Real.exp (-y ^ 2 / 2) / c := by
    intro r c
    funext y
    have hg : HasDerivAt (fun z : ℝ => -z ^ 2 / 2) (-y) y :=
      (((hasDerivAt_pow 2 y).fun_neg).div_const 2).congr_deriv (by norm_num)
    refine ((((r.hasDerivAt y).fun_mul hg.exp).div_const c).congr_deriv ?_).deriv
    simp only [eval_sub, eval_mul, eval_X]
    ring
  have hψ : ψ n = fun y : ℝ => (H n).eval y * Real.exp (-y ^ 2 / 2) /
      Real.sqrt (2 ^ n * (n.factorial : ℝ) * Real.sqrt Real.pi) := rfl
  have h := congrArg (Polynomial.eval x) (hermite_equation n)
  simp only [raise, eval_sub, eval_mul, eval_ofNat, eval_X, eval_natCast] at h
  unfold hamiltonian
  rw [hψ, d, d]
  simp only [derivative_sub, derivative_mul, derivative_X, eval_sub, eval_add, eval_mul,
    eval_X, eval_one]
  linear_combination (Real.exp (-x ^ 2 / 2) /
    Real.sqrt (2 ^ n * (n.factorial : ℝ) * Real.sqrt Real.pi) / 2) * h

end

end PsiSchrodinger
```

Messages:

```
Main.lean:67:64: error: unsolved goals
n : ℕ
x : ℝ
r : ℝ[X]
c y : ℝ
⊢ -(2 * y) / 2 = -y
```

Cause. The error lies in `hg`, the step saying that -z²/2 has derivative -y at y. Mathlib's rules for powers, negation and division by a constant give that derivative in a different form, and `congr_deriv` asks for a proof that the two forms are equal. This was left to `norm_num`, which tidied the expression but stopped at `-(2 * y) / 2 = -y`, the goal shown in the message.

The equation is true, but the minus sign stands between the division and the product `2 * y`. The numerator is therefore a negation, not a product with 2 as a factor, and the simplifier's rule for cancelling a factor against an equal denominator does not match it.

The repair runs `ring` after `norm_num`. `ring` brings both sides to a common normal form, in which the minus sign is just a coefficient and 2 times 1/2 is computed as 1, so the two sides agree and the goal closes.

After these edits no error is left:

```diff
@@ -65,5 +65,5 @@
     funext y
     have hg : HasDerivAt (fun z : ℝ => -z ^ 2 / 2) (-y) y :=
-      (((hasDerivAt_pow 2 y).fun_neg).div_const 2).congr_deriv (by norm_num)
+      (((hasDerivAt_pow 2 y).fun_neg).div_const 2).congr_deriv (by norm_num; ring)
     refine ((((r.hasDerivAt y).fun_mul hg.exp).div_const c).congr_deriv ?_).deriv
     simp only [eval_sub, eval_mul, eval_X]
```
